# Adiabatic magnons with unequal positive moments: real frequencies for symmetric Heisenberg exchange, nonnegative ones for ferromagnetic exchange

Take two parallel spins with moments $m_1,m_2>0$ and exchange coupling $J$. Their small transverse deviations are governed by

$$T=\begin{pmatrix}J/m_1&-J/m_1\\-J/m_2&J/m_2\end{pmatrix}.$$

This is not symmetric when $m_1\neq m_2$ and $J\neq0$, yet its eigenvalues are real: $0$ for $(1,1)$ and $J(m_1+m_2)/(m_1m_2)$ for $(m_2,-m_1)$. I believe the same holds for any finite set of sites: real symmetric isotropic (Heisenberg) exchange gives a full set of real modes, uniform deviations cost nothing, and ferromagnetic couplings allow no negative frequency. Can this be made rigorous and checked by machine?

## Square roots of the moments restore the symmetry

Yes. Let $e_i$ be the unit spin directions, with the torque equation $M_i\dot e_i=e_i\times\sum_jJ_{ij}e_j$, where units and positive prefactors are absorbed in $J_{ij}$. The sum is the effective field $-\partial E/\partial e_i$ of the Heisenberg energy $E=-\tfrac12\sum_{i,j}J_{ij}\,e_i\cdot e_j$ with $J_{ij}=J_{ji}$, so $J_{ij}>0$ favours parallel spins. Linearise about all spins along $z$ and write $v_i=e_i^x+\mathrm i e_i^y$. Then $\mathrm i\dot v=Tv$, with

$$T_{ij}=\frac{\delta_{ij}\sum_kJ_{ik}-J_{ij}}{M_i},\qquad M_i(Tv)_i=\sum_jJ_{ij}(v_i-v_j).$$

If $v$ is uniform, every difference vanishes, so $Tv=0$.

For real $v$, multiply by $v_i$ and sum. Exchanging the labels $i,j$ and using $J_{ij}=J_{ji}$ gives a second form of the same sum; averaging the two yields

$$\sum_iM_iv_i(Tv)_i=\tfrac12\sum_{i,j}J_{ij}(v_i-v_j)^2.$$

If $Tv=\mu v$ with $v\neq0$, the left side is $\mu\sum_iM_iv_i^2$, and the sum multiplying $\mu$ is positive. Hence $\mu\ge0$ when all $J_{ij}\ge0$, which in this sign convention is ferromagnetic exchange.

For the diagonalisation, put $D=\mathrm{diag}(M)$, $Q=D^{-1/2}$ and $L_{ij}=\delta_{ij}\sum_kJ_{ik}-J_{ij}$. Then $T=Q^2L$, while $S=QLQ$ is real symmetric. So $SU=U\Omega$ with $U^{\mathsf T}U=1$ and $\Omega$ real diagonal. With $P=QU$,

$$TP=Q\,SU=P\Omega,\qquad P^{\mathsf T}DP=U^{\mathsf T}QDQU=1.$$

Thus $P$ is invertible and $T=P\Omega P^{-1}$.

In the Lean file, `ι` is the finite set of sites, `M` the moments, `J` the exchange matrix and `magnonMatrix M J` is $T$. The main theorem, `magnon_diagonalization`, assumes positive moments (`hM`) and symmetric exchange (`hJ`). It provides real `P` and `ω`: column `a` of `P` is a mode of frequency `ω a`, normalised by `Pᵀ * diagonal M * P = 1`. If all couplings are nonnegative, these same frequencies are nonnegative.

Positive `M` means that all moments point the same way in the reference state, so antiferromagnetic and ferrimagnetic reference states are not covered. The adiabatic approximation is that the electrons follow the slow spin directions instantaneously; the model further assumes fixed moment lengths and couplings, and contains no magnetic anisotropy, Dzyaloshinskii–Moriya term or external field. The file starts from the matrix $T$, not from the torque equation, and does not treat the complex Hermitian exchange matrices that arise at general wavevector.

```lean
import Mathlib

open Matrix

namespace AdiabaticMagnons

variable {ι : Type*} [Fintype ι] [DecidableEq ι]

/-- The adiabatic magnon matrix `T_ij = (δ_ij ∑_k J_ik - J_ij) / M_i` for moments `M` and
exchange couplings `J`. -/
noncomputable def magnonMatrix (M : ι → ℝ) (J : Matrix ι ι ℝ) : Matrix ι ι ℝ :=
  Matrix.of fun i j => ((if i = j then ∑ k, J i k else 0) - J i j) / M i

/-- At a site with nonzero moment, the moment times the action of the magnon matrix is the sum of
the exchange couplings times the differences of the spin deviations. -/
theorem moment_mul_magnonMatrix (M : ι → ℝ) (J : Matrix ι ι ℝ) (v : ι → ℝ) (i : ι)
    (hM : M i ≠ 0) :
    M i * (magnonMatrix M J *ᵥ v) i = ∑ j, J i j * (v i - v j) := by
  have h : ∀ j, ((if i = j then ∑ k, J i k else 0) - J i j) / M i * v j
      = ((if i = j then (∑ k, J i k) * v j else 0) - J i j * v j) / M i := by
    intro j
    split_ifs <;> ring
  have h' : (magnonMatrix M J *ᵥ v) i = (∑ j, J i j * (v i - v j)) / M i := by
    simp only [magnonMatrix, Matrix.mulVec, dotProduct, Matrix.of_apply]
    simp only [h, ← Finset.sum_div, Finset.sum_sub_distrib, Finset.sum_ite_eq,
      Finset.mem_univ, if_true, mul_sub, Finset.sum_mul]
  rw [h']
  field_simp

/-- For positive moments, the magnon matrix annihilates every uniform spin deviation. -/
theorem goldstone_mode (M : ι → ℝ) (J : Matrix ι ι ℝ) (hM : ∀ i, 0 < M i) (c : ℝ) :
    magnonMatrix M J *ᵥ (fun _ => c) = 0 := by
  funext i
  have h := moment_mul_magnonMatrix M J (fun _ => c) i (hM i).ne'
  simp only [sub_self, mul_zero, Finset.sum_const_zero] at h
  exact (mul_eq_zero.mp h).resolve_left (hM i).ne'

/-- For positive moments and symmetric exchange, the moment-weighted quadratic form of the magnon
matrix is half the sum over ordered pairs of exchange coupling times squared difference of the
deviations. -/
theorem exchange_energy (M : ι → ℝ) (J : Matrix ι ι ℝ) (hM : ∀ i, 0 < M i)
    (hJ : ∀ i j, J i j = J j i) (v : ι → ℝ) :
    ∑ i, v i * (M i * (magnonMatrix M J *ᵥ v) i)
      = 1 / 2 * ∑ i, ∑ j, J i j * (v i - v j) ^ 2 := by
  have h1 : ∑ i, v i * (M i * (magnonMatrix M J *ᵥ v) i)
      = ∑ i, ∑ j, J i j * (v i * (v i - v j)) := by
    refine Finset.sum_congr rfl fun i _ => ?_
    rw [moment_mul_magnonMatrix M J v i (hM i).ne', Finset.mul_sum]
    exact Finset.sum_congr rfl fun j _ => by ring
  -- exchange the two site labels and use the symmetry of the couplings
  have h2 : ∑ i, ∑ j, J i j * (v i * (v i - v j))
      = ∑ i, ∑ j, J i j * (v j * (v j - v i)) := by
    rw [Finset.sum_comm]
    exact Finset.sum_congr rfl fun a _ => Finset.sum_congr rfl fun b _ => by rw [hJ b a]
  have h3 : ∑ i, ∑ j, J i j * (v i - v j) ^ 2
      = ∑ i, ∑ j, J i j * (v i * (v i - v j)) + ∑ i, ∑ j, J i j * (v j * (v j - v i)) := by
    simp only [← Finset.sum_add_distrib]
    exact Finset.sum_congr rfl fun i _ => Finset.sum_congr rfl fun j _ => by ring
  rw [h1, h3, ← h2]
  ring

/-- For positive moments and symmetric, nonnegative exchange couplings, every real eigenvalue of the
magnon matrix is nonnegative. -/
theorem eigenvalue_nonneg (M : ι → ℝ) (J : Matrix ι ι ℝ) (hM : ∀ i, 0 < M i)
    (hJ : ∀ i j, J i j = J j i) (hpos : ∀ i j, 0 ≤ J i j) (v : ι → ℝ) (hv : v ≠ 0) (μ : ℝ)
    (h : magnonMatrix M J *ᵥ v = μ • v) : 0 ≤ μ := by
  have hE := exchange_energy M J hM hJ v
  have hL : ∑ i, v i * (M i * (magnonMatrix M J *ᵥ v) i) = μ * ∑ i, M i * v i ^ 2 := by
    rw [h, Finset.mul_sum]
    refine Finset.sum_congr rfl fun i _ => ?_
    simp only [Pi.smul_apply, smul_eq_mul]
    ring
  have hR : 0 ≤ ∑ i, ∑ j, J i j * (v i - v j) ^ 2 :=
    Finset.sum_nonneg fun i _ => Finset.sum_nonneg fun j _ =>
      mul_nonneg (hpos i j) (sq_nonneg _)
  obtain ⟨k, hk⟩ := Function.ne_iff.mp hv
  have hk' : v k ≠ 0 := hk
  have hN : 0 < ∑ i, M i * v i ^ 2 :=
    Finset.sum_pos' (fun i _ => mul_nonneg (hM i).le (sq_nonneg _))
      ⟨k, Finset.mem_univ k, mul_pos (hM k) (by positivity)⟩
  by_contra hμ
  have := mul_neg_of_neg_of_pos (not_le.mp hμ) hN
  linarith

/-- A real symmetric matrix has a full orthonormal set of real eigenvectors, collected as the
columns of `U`. -/
theorem symmetric_modes (S : Matrix ι ι ℝ) (hS : S.IsHermitian) :
    ∃ (U : Matrix ι ι ℝ) (ω : ι → ℝ), Uᵀ * U = 1 ∧ S * U = U * diagonal ω := by
  refine ⟨Matrix.of fun i a => (hS.eigenvectorBasis a).ofLp i, hS.eigenvalues, ?_, ?_⟩
  · ext a b
    have h := orthonormal_iff_ite.mp hS.eigenvectorBasis.orthonormal a b
    rw [PiLp.inner_apply] at h
    simp only [Matrix.mul_apply, Matrix.transpose_apply, Matrix.of_apply, Matrix.one_apply]
    rw [← h]
    exact Finset.sum_congr rfl fun i _ => by simp [mul_comm]
  · ext i a
    have h := congrFun (hS.mulVec_eigenvectorBasis a) i
    rw [Matrix.mul_diagonal]
    refine Eq.trans h ?_
    exact mul_comm (hS.eigenvalues a) ((hS.eigenvectorBasis a).ofLp i)

/-- For positive moments and symmetric exchange, the magnon matrix is diagonalised over the reals by
modes orthonormal in the moment-weighted product, and for nonnegative exchange couplings all
frequencies are nonnegative. -/
theorem magnon_diagonalization (M : ι → ℝ) (J : Matrix ι ι ℝ) (hM : ∀ i, 0 < M i)
    (hJ : ∀ i j, J i j = J j i) :
    ∃ (P : Matrix ι ι ℝ) (ω : ι → ℝ), Pᵀ * diagonal M * P = 1 ∧
      magnonMatrix M J = P * diagonal ω * P⁻¹ ∧
      ((∀ i j, 0 ≤ J i j) → ∀ a, 0 ≤ ω a) := by
  obtain ⟨r, hr0, hr⟩ : ∃ r : ι → ℝ, (∀ i, r i ≠ 0) ∧ ∀ i, r i * r i = M i :=
    ⟨fun i => √(M i), fun i => (Real.sqrt_pos.mpr (hM i)).ne',
      fun i => Real.mul_self_sqrt (hM i).le⟩
  obtain ⟨Q, hQ⟩ : ∃ Q : Matrix ι ι ℝ, Q = diagonal fun i => (r i)⁻¹ := ⟨_, rfl⟩
  obtain ⟨L, hL⟩ : ∃ L : Matrix ι ι ℝ, L = diagonal (fun i => ∑ k, J i k) - J := ⟨_, rfl⟩
  have hQt : Qᵀ = Q := by rw [hQ, Matrix.diagonal_transpose]
  have hT : magnonMatrix M J = Q * Q * L := by
    ext i j
    rw [hQ, hL, Matrix.diagonal_mul_diagonal, Matrix.diagonal_mul]
    simp only [magnonMatrix, Matrix.of_apply, Matrix.sub_apply, Matrix.diagonal_apply]
    rw [← mul_inv, hr i, div_eq_inv_mul]
  have hQM : Q * diagonal M * Q = 1 := by
    have h1 : (fun i => (r i)⁻¹ * M i * (r i)⁻¹) = fun _ => (1 : ℝ) := by
      funext i
      have := hr0 i
      rw [← hr i]
      field_simp
    rw [hQ, Matrix.diagonal_mul_diagonal, Matrix.diagonal_mul_diagonal, h1, Matrix.diagonal_one]
  -- rescaling by the square roots of the moments gives a symmetric matrix
  have hS : (Q * L * Q).IsHermitian := by
    apply Matrix.IsHermitian.ext
    intro i j
    rcases eq_or_ne i j with rfl | h
    · exact star_trivial _
    · simp only [hQ, hL, Matrix.mul_diagonal, Matrix.diagonal_mul, Matrix.sub_apply,
        Matrix.diagonal_apply, star_trivial]
      rw [if_neg h, if_neg h.symm, hJ j i]
      ring
  obtain ⟨U, ω, hU, hSU⟩ := symmetric_modes _ hS
  have hN : (Q * U)ᵀ * diagonal M * (Q * U) = 1 := by
    calc (Q * U)ᵀ * diagonal M * (Q * U) = Uᵀ * (Q * diagonal M * Q) * U := by
          rw [Matrix.transpose_mul, hQt]
          simp only [Matrix.mul_assoc]
      _ = 1 := by rw [hQM, Matrix.mul_one, hU]
  have hTP : magnonMatrix M J * (Q * U) = Q * U * diagonal ω := by
    calc magnonMatrix M J * (Q * U) = Q * (Q * L * Q * U) := by
          rw [hT]
          simp only [Matrix.mul_assoc]
      _ = Q * U * diagonal ω := by rw [hSU, Matrix.mul_assoc]
  generalize Q * U = P at hN hTP
  have hPi : P * P⁻¹ = 1 := by
    rw [Matrix.inv_eq_left_inv hN]
    exact mul_eq_one_comm.mp hN
  refine ⟨P, ω, hN, ?_, fun hpos a => ?_⟩
  · rw [← hTP, Matrix.mul_assoc, hPi, Matrix.mul_one]
  · -- each column of P is a nonzero eigenvector
    refine eigenvalue_nonneg M J hM hJ hpos (fun i => P i a) (fun h0 => ?_) (ω a) ?_
    · have h1 := congrFun (congrFun hN a) a
      have hz : ∑ i, (Pᵀ * diagonal M) a i * P i a = 0 :=
        Finset.sum_eq_zero fun i _ => by
          rw [show P i a = 0 from congrFun h0 i, mul_zero]
      rw [Matrix.mul_apply, hz, Matrix.one_apply_eq] at h1
      exact zero_ne_one h1
    · funext i
      have h1 := congrFun (congrFun hTP i) a
      rw [Matrix.mul_diagonal] at h1
      exact h1.trans (mul_comm (P i a) (ω a))

/-- If the moments are positive, the exchange couplings are symmetric and nonnegative, and any two
sites are joined by a chain of positive couplings, the zero modes are exactly the uniform spin
deviations. -/
theorem zero_mode_iff_uniform (M : ι → ℝ) (J : Matrix ι ι ℝ) (hM : ∀ i, 0 < M i)
    (hJ : ∀ i j, J i j = J j i) (hpos : ∀ i j, 0 ≤ J i j)
    (hconn : ∀ i j, Relation.ReflTransGen (fun a b => 0 < J a b) i j) (v : ι → ℝ) :
    magnonMatrix M J *ᵥ v = 0 ↔ ∀ i j, v i = v j := by
  constructor
  · intro h
    have hE := exchange_energy M J hM hJ v
    simp only [h, Pi.zero_apply, mul_zero, Finset.sum_const_zero] at hE
    have hterm : ∀ i j, 0 ≤ J i j * (v i - v j) ^ 2 := fun i j =>
      mul_nonneg (hpos i j) (sq_nonneg _)
    have h0 : ∑ i, ∑ j, J i j * (v i - v j) ^ 2 = 0 := by linarith
    -- zero energy forces equal deviations across every bond
    have hbond : ∀ a b, 0 < J a b → v a = v b := by
      intro a b hab
      have h1 := (Finset.sum_eq_zero_iff_of_nonneg
        (fun i _ => Finset.sum_nonneg fun j _ => hterm i j)).mp h0 a (Finset.mem_univ a)
      have h2 := (Finset.sum_eq_zero_iff_of_nonneg
        (fun j _ => hterm a j)).mp h1 b (Finset.mem_univ b)
      have h3 := (mul_eq_zero.mp h2).resolve_left hab.ne'
      exact sub_eq_zero.mp (pow_eq_zero_iff (two_ne_zero)|>.mp h3)
    intro i j
    induction hconn i j with
    | refl => rfl
    | tail _ hbc ih => exact ih.trans (hbond _ _ hbc)
  · intro h
    funext i
    have hc : v = fun _ => v i := funext fun j => h j i
    rw [hc]
    exact congrFun (goldstone_mode M J hM (v i)) i

/-- A dimer with positive moments `m₁`, `m₂` and coupling `J` has the mode `(m₂, -m₁)` with
frequency `J (m₁ + m₂) / (m₁ m₂)`, which is negative when `J` is negative. -/
theorem dimer_mode (m₁ m₂ J : ℝ) (h₁ : 0 < m₁) (h₂ : 0 < m₂) :
    magnonMatrix ![m₁, m₂] !![0, J; J, 0] *ᵥ ![m₂, -m₁]
      = (J * (m₁ + m₂) / (m₁ * m₂)) • ![m₂, -m₁] ∧
    (J < 0 → J * (m₁ + m₂) / (m₁ * m₂) < 0) := by
  have h₁' := h₁.ne'
  have h₂' := h₂.ne'
  constructor
  · ext i
    fin_cases i <;>
      simp [magnonMatrix, Matrix.mulVec, dotProduct, Fin.sum_univ_two] <;>
      field_simp <;> ring
  · intro hJ
    exact div_neg_of_neg_of_pos (mul_neg_of_neg_of_pos hJ (by positivity)) (by positivity)

end AdiabaticMagnons
```

```lean
#print axioms AdiabaticMagnons.magnon_diagonalization
-- 'AdiabaticMagnons.magnon_diagonalization' depends on axioms: [propext, Classical.choice, Quot.sound]
#print axioms AdiabaticMagnons.zero_mode_iff_uniform
-- 'AdiabaticMagnons.zero_mode_iff_uniform' depends on axioms: [propext, Classical.choice, Quot.sound]
#print axioms AdiabaticMagnons.dimer_mode
-- 'AdiabaticMagnons.dimer_mode' depends on axioms: [propext, Classical.choice, Quot.sound]
```

`moment_mul_magnonMatrix` collapses the Kronecker delta to obtain the sum over differences, and `goldstone_mode` inserts a constant. The quadratic form in `exchange_energy` is, despite the name, twice the second-order change of $E$ for a real deviation $v$. In its proof, `Finset.sum_comm` exchanges the labels; `eigenvalue_nonneg` then compares signs as above.

`symmetric_modes` puts Mathlib's orthonormal eigenvectors of a symmetric matrix into the columns of `U`. In the main proof, `r` is $\sqrt{M}$, `hT` is the factorisation $T=Q^2L$, `hS` the symmetry of $QLQ$, and `hN` and `hTP` are the two displayed identities for $P$. Each column has weighted norm one, hence is nonzero, and `eigenvalue_nonneg` applies to it.

`zero_mode_iff_uniform` adds that, for nonnegative couplings, the zero modes are exactly the uniform deviations if chains of positive couplings join all sites (`hconn`). Zero energy makes every squared term vanish, so $v$ agrees across each bond, and induction along the chain does the rest.

`dimer_mode` checks the opening example by components. Its vector is unnormalised; the mode of weighted norm one is $(m_2,-m_1)/\sqrt{m_1m_2(m_1+m_2)}$. For $J<0$ its frequency is negative: the parallel state is then not an energy minimum.

For spin models parametrised from electronic-structure calculations, within this finite, linearised setting, $T$ can be diagonalised through $QLQ$ with a symmetric eigensolver. That solver returns real frequencies by construction. If $T$ is instead given to a general eigensolver, complex frequencies beyond rounding error indicate input that violates the hypotheses, or a coding error; real frequencies alone do not show that the input is right.
